# The low-energy κ⁵ width of a d resonance matched at fixed real κ

For a p wave at $x=\kappa a$, wavenumber times sphere radius, the spherical Bessel and Neumann functions satisfy $j_1^2+n_1^2=1/x^2+1/x^4$, so the barrier penetrability $1/[x(j_1^2+n_1^2)]$ is $x^3/(1+x^2)$ and falls as $x^3$ at low energy. For a d wave the same use of $\sin^2x+\cos^2x=1$ gives $x^5/(9+3x^2+x^4)$, and a level whose interior logarithmic derivative is linear in energy, with a slope independent of $\kappa$, then has a width proportional to $\kappa^5$ as $\kappa\to0$.

```lean
import Mathlib

open Filter Topology

namespace DWaveResonance

noncomputable section

/-- The spherical Bessel function for `l = 1`, for `x ≠ 0`. -/
def j1 (x : ℝ) : ℝ := Real.sin x / x ^ 2 - Real.cos x / x

/-- The spherical Neumann function for `l = 1`, for `x ≠ 0`. -/
def n1 (x : ℝ) : ℝ := -Real.cos x / x ^ 2 - Real.sin x / x

/-- The spherical Bessel function for `l = 2`, for `x ≠ 0`. -/
def j2 (x : ℝ) : ℝ := (3 / x ^ 3 - 1 / x) * Real.sin x - 3 * Real.cos x / x ^ 2

/-- The spherical Neumann function for `l = 2`, for `x ≠ 0`. -/
def n2 (x : ℝ) : ℝ := -(3 / x ^ 3 - 1 / x) * Real.cos x - 3 * Real.sin x / x ^ 2

/-- The penetrability of the `l = 2` centrifugal barrier, for `x > 0`. -/
def penetrability (x : ℝ) : ℝ := 1 / (x * (j2 x ^ 2 + n2 x ^ 2))

/-- The outgoing radial d wave `x (j2 + i n2)`, for `x ≠ 0`. -/
def outgoing (x : ℝ) : ℂ := ((x * j2 x : ℝ) : ℂ) + ((x * n2 x : ℝ) : ℂ) * Complex.I

/-- Matching at the sphere, `x = κ a > 0`, for `γ ≠ 0`: the interior logarithmic derivative
`(E₀ - E) / γ²`, linear in energy, is that of the outgoing wave (written without division). -/
def Matches (E₀ γ x : ℝ) (E : ℂ) : Prop :=
  ((E₀ : ℂ) - E) * outgoing x = ((γ ^ 2 * x : ℝ) : ℂ) * deriv outgoing x

/-- For `x ≠ 0`, the sum of squares `j2 x ^ 2 + n2 x ^ 2` multiplied by `x ^ 6` is
`9 + 3 x ^ 2 + x ^ 4`. -/
theorem modulus_sq {x : ℝ} (hx : x ≠ 0) :
    x ^ 6 * (j2 x ^ 2 + n2 x ^ 2) = 9 + 3 * x ^ 2 + x ^ 4 := by
  have h : j2 x ^ 2 + n2 x ^ 2 = 9 / x ^ 6 + 3 / x ^ 4 + 1 / x ^ 2 := by
    unfold j2 n2
    linear_combination ((3 / x ^ 3 - 1 / x) ^ 2 + 9 / x ^ 4) * Real.sin_sq_add_cos_sq x
  rw [h]
  field_simp

/-- The cross product `j2 n1 - j1 n2` of the functions for `l = 1` and `l = 2` is `1 / x ^ 2`, for
`x ≠ 0`; here it is multiplied by `x ^ 2`. -/
theorem cross_product {x : ℝ} (hx : x ≠ 0) :
    x ^ 2 * (j2 x * n1 x - j1 x * n2 x) = 1 := by
  have h : j2 x * n1 x - j1 x * n2 x = 1 / x ^ 2 := by
    unfold j1 j2 n1 n2
    linear_combination (3 / x ^ 4 - (3 / x ^ 3 - 1 / x) / x) * Real.sin_sq_add_cos_sq x
  rw [h, mul_one_div_cancel (pow_ne_zero 2 hx)]

/-- For `x > 0` the denominator of the penetrability is positive, and the penetrability
equals `x ^ 5 / (9 + 3 x ^ 2 + x ^ 4)`. -/
theorem penetrability_eq {x : ℝ} (hx : 0 < x) :
    0 < x * (j2 x ^ 2 + n2 x ^ 2) ∧
      penetrability x = x ^ 5 / (9 + 3 * x ^ 2 + x ^ 4) := by
  have h := modulus_sq hx.ne'
  have hS : j2 x ^ 2 + n2 x ^ 2 = (9 + 3 * x ^ 2 + x ^ 4) / x ^ 6 := by
    rw [eq_div_iff (by positivity)]
    linear_combination h
  have hpos : 0 < x * (j2 x ^ 2 + n2 x ^ 2) := by
    rw [hS]
    positivity
  refine ⟨hpos, ?_⟩
  unfold penetrability
  rw [div_eq_div_iff hpos.ne' (by positivity)]
  linear_combination -h

/-- The derivative of the outgoing d wave, expressed by the functions for `l = 1` and
`l = 2`, for `x ≠ 0`. -/
theorem hasDerivAt_outgoing {x : ℝ} (hx : x ≠ 0) :
    HasDerivAt outgoing (((x * j1 x - 2 * j2 x : ℝ) : ℂ) +
      ((x * n1 x - 2 * n2 x : ℝ) : ℂ) * Complex.I) x := by
  have hA : HasDerivAt (fun y : ℝ => 3 / y ^ 3 - 1 / y) (-9 / x ^ 4 + 1 / x ^ 2) x := by
    have h := ((hasDerivAt_const x (3 : ℝ)).fun_div (hasDerivAt_pow 3 x)
      (pow_ne_zero 3 hx)).fun_sub ((hasDerivAt_const x (1 : ℝ)).fun_div (hasDerivAt_id' x) hx)
    refine h.congr_deriv ?_
    simp only [Nat.cast_ofNat, Nat.reduceSub]
    field_simp
    ring
  have hj : HasDerivAt j2 (j1 x - 3 * j2 x / x) x := by
    have h := (hA.fun_mul (Real.hasDerivAt_sin x)).fun_sub
      (((Real.hasDerivAt_cos x).const_mul 3).fun_div (hasDerivAt_pow 2 x) (pow_ne_zero 2 hx))
    refine HasDerivAt.congr_deriv (f := j2) h ?_
    simp only [Nat.cast_ofNat, Nat.reduceSub, j1, j2]
    field_simp
    ring
  have hn : HasDerivAt n2 (n1 x - 3 * n2 x / x) x := by
    have h := (hA.fun_neg.fun_mul (Real.hasDerivAt_cos x)).fun_sub
      (((Real.hasDerivAt_sin x).const_mul 3).fun_div (hasDerivAt_pow 2 x) (pow_ne_zero 2 hx))
    refine HasDerivAt.congr_deriv (f := n2) h ?_
    simp only [Nat.cast_ofNat, Nat.reduceSub, n1, n2]
    field_simp
    ring
  -- multiply by `x` and combine real and imaginary parts
  have hxj : HasDerivAt (fun y => y * j2 y) (x * j1 x - 2 * j2 x) x :=
    ((hasDerivAt_id' x).fun_mul hj).congr_deriv (by field_simp; ring)
  have hxn : HasDerivAt (fun y => y * n2 y) (x * n1 x - 2 * n2 x) x :=
    ((hasDerivAt_id' x).fun_mul hn).congr_deriv (by field_simp; ring)
  exact hxj.ofReal_comp.fun_add (hxn.ofReal_comp.mul_const Complex.I)

/-- For `x > 0` exactly one complex energy satisfies the matching condition. -/
theorem matches_iff {E₀ γ x : ℝ} (hx : 0 < x) (E : ℂ) :
    Matches E₀ γ x E ↔
      E = E₀ - ((γ ^ 2 * x : ℝ) : ℂ) * deriv outgoing x / outgoing x := by
  have hu : outgoing x ≠ 0 := by
    intro h
    have hre := congrArg Complex.re h
    have him := congrArg Complex.im h
    simp only [outgoing, Complex.add_re, Complex.add_im, Complex.mul_re, Complex.mul_im,
      Complex.ofReal_re, Complex.ofReal_im, Complex.I_re, Complex.I_im,
      Complex.zero_re, Complex.zero_im] at hre him
    have hpos := (penetrability_eq hx).1
    have h0 : x * (j2 x ^ 2 + n2 x ^ 2) = 0 := by
      linear_combination j2 x * hre + n2 x * him
    exact hpos.ne' h0
  unfold Matches
  rw [← eq_div_iff hu]
  constructor <;> intro h <;> linear_combination -h

/-- For `x > 0` the width `-2 Im E` of a matched state is `2 γ²` times the penetrability. -/
theorem width_eq {E₀ γ x : ℝ} {E : ℂ} (hx : 0 < x) (h : Matches E₀ γ x E) :
    -2 * E.im = 2 * γ ^ 2 * penetrability x := by
  rw [Matches, (hasDerivAt_outgoing hx.ne').deriv] at h
  have hre := congrArg Complex.re h
  have him := congrArg Complex.im h
  simp only [outgoing, Complex.add_re, Complex.add_im, Complex.sub_re, Complex.sub_im,
    Complex.mul_re, Complex.mul_im, Complex.ofReal_re, Complex.ofReal_im,
    Complex.I_re, Complex.I_im] at hre him
  -- eliminate the real part of the energy; the cross product remains
  have hE : E.im * (x * (j2 x ^ 2 + n2 x ^ 2)) = -γ ^ 2 := by
    apply mul_left_cancel₀ hx.ne'
    linear_combination x * n2 x * hre - x * j2 x * him - γ ^ 2 * x * cross_product hx.ne'
  unfold penetrability
  rw [mul_one_div, eq_div_iff (penetrability_eq hx).1.ne']
  linear_combination -2 * hE

/-- The quotient `j2 x / x ^ 2` tends to `1 / 15` as `x` decreases to zero. -/
theorem tendsto_j2 : Tendsto (fun x => j2 x / x ^ 2) (𝓝[>] 0) (𝓝 (1 / 15)) := by
  have lim : ∀ f : ℝ → ℝ, Continuous f → f 0 = 0 → Tendsto f (𝓝[>] 0) (𝓝 0) := by
    intro f hf h0
    have h := (hf.tendsto 0).mono_left (nhdsWithin_le_nhds (s := Set.Ioi 0))
    rwa [h0] at h
  have hs := (Real.hasDerivAt_sin 0).tendsto_slope_zero_right
  simp only [zero_add, Real.sin_zero, sub_zero, Real.cos_zero, smul_eq_mul] at hs
  -- first use of l'Hôpital's rule
  have h1 : Tendsto (fun x : ℝ => (Real.sin x - x * Real.cos x) / x ^ 3)
      (𝓝[>] 0) (𝓝 (1 / 3)) := by
    refine HasDerivAt.lhopital_zero_nhdsGT (f' := fun x => x * Real.sin x)
      (g' := fun x => 3 * x ^ 2) (Eventually.of_forall fun x => ?_)
      (Eventually.of_forall fun x => by simpa using hasDerivAt_pow 3 x) ?_
      (lim _ (by fun_prop) (by simp)) (lim _ (by fun_prop) (by simp)) ?_
    · exact ((Real.hasDerivAt_sin x).fun_sub ((hasDerivAt_id' x).fun_mul
        (Real.hasDerivAt_cos x))).congr_deriv (by ring)
    · filter_upwards [self_mem_nhdsWithin] with x hx
      have hx' : 0 < x := hx
      positivity
    · have h := hs.const_mul (1 / 3)
      rw [mul_one] at h
      refine h.congr' ?_
      filter_upwards [self_mem_nhdsWithin] with x hx
      have hx' : x ≠ 0 := (Set.mem_Ioi.mp hx).ne'
      field_simp
  -- second use, for the numerator of `j2`
  have h2 : Tendsto (fun x : ℝ => ((3 - x ^ 2) * Real.sin x - 3 * x * Real.cos x) / x ^ 5)
      (𝓝[>] 0) (𝓝 (1 / 15)) := by
    refine HasDerivAt.lhopital_zero_nhdsGT
      (f' := fun x => x * (Real.sin x - x * Real.cos x))
      (g' := fun x => 5 * x ^ 4) (Eventually.of_forall fun x => ?_)
      (Eventually.of_forall fun x => by simpa using hasDerivAt_pow 5 x) ?_
      (lim _ (by fun_prop) (by simp)) (lim _ (by fun_prop) (by simp)) ?_
    · refine ((((hasDerivAt_pow 2 x).const_sub 3).fun_mul (Real.hasDerivAt_sin x)).fun_sub
        (((hasDerivAt_id' x).const_mul 3).fun_mul (Real.hasDerivAt_cos x))).congr_deriv ?_
      simp only [Nat.cast_ofNat, Nat.reduceSub]
      ring
    · filter_upwards [self_mem_nhdsWithin] with x hx
      have hx' : 0 < x := hx
      positivity
    · have h := h1.const_mul (1 / 5)
      rw [show (1 / 5 : ℝ) * (1 / 3) = 1 / 15 by norm_num] at h
      refine h.congr' ?_
      filter_upwards [self_mem_nhdsWithin] with x hx
      have hx' : x ≠ 0 := (Set.mem_Ioi.mp hx).ne'
      field_simp
  refine h2.congr' ?_
  filter_upwards [self_mem_nhdsWithin] with x hx
  have hx' : x ≠ 0 := (Set.mem_Ioi.mp hx).ne'
  unfold j2
  field_simp

/-- The ratio of the regular to the irregular d wave, divided by `x ^ 5`, tends to
`-1 / 45` as `x` decreases to zero. -/
theorem tendsto_ratio :
    Tendsto (fun x => j2 x / (x ^ 5 * n2 x)) (𝓝[>] 0) (𝓝 (-1 / 45)) := by
  have hn : Tendsto (fun x => x ^ 3 * n2 x) (𝓝[>] 0) (𝓝 (-3)) := by
    have hc : Continuous fun x : ℝ => -(3 - x ^ 2) * Real.cos x - 3 * x * Real.sin x := by
      fun_prop
    have h := (hc.tendsto 0).mono_left (nhdsWithin_le_nhds (s := Set.Ioi 0))
    rw [show -(3 - (0 : ℝ) ^ 2) * Real.cos 0 - 3 * 0 * Real.sin 0 = -3 by simp] at h
    refine h.congr' ?_
    filter_upwards [self_mem_nhdsWithin] with x hx
    have hx' : x ≠ 0 := (Set.mem_Ioi.mp hx).ne'
    unfold n2
    field_simp
  have h := tendsto_j2.div hn (by norm_num)
  rw [show (1 / 15 : ℝ) / (-3) = -1 / 45 by norm_num] at h
  refine h.congr fun x => ?_
  simp only [Pi.div_apply]
  ring

/-- The d-resonance width law: for a sphere of radius `a > 0` and fixed `γ`, the width of
the matched states divided by `κ ^ 5` tends to `2 γ² a ^ 5 / 9` as `κ` decreases to zero. -/
theorem width_kappa_five {γ a : ℝ} (ha : 0 < a) (E₀ : ℝ → ℝ) (E : ℝ → ℂ)
    (h : ∀ κ, 0 < κ → Matches (E₀ κ) γ (κ * a) (E κ)) :
    Tendsto (fun κ => -2 * (E κ).im / κ ^ 5) (𝓝[>] 0) (𝓝 (2 * γ ^ 2 * a ^ 5 / 9)) := by
  have hc : Continuous fun κ : ℝ =>
      2 * γ ^ 2 * a ^ 5 / (9 + 3 * (κ * a) ^ 2 + (κ * a) ^ 4) :=
    Continuous.div (by fun_prop) (by fun_prop) (fun κ => by positivity)
  have hlim := (hc.tendsto 0).mono_left (nhdsWithin_le_nhds (s := Set.Ioi 0))
  rw [show 9 + 3 * ((0 : ℝ) * a) ^ 2 + (0 * a) ^ 4 = 9 by ring] at hlim
  refine hlim.congr' ?_
  filter_upwards [self_mem_nhdsWithin] with κ hκ
  have hκ' : 0 < κ := hκ
  rw [width_eq (mul_pos hκ' ha) (h κ hκ'), (penetrability_eq (mul_pos hκ' ha)).2]
  field_simp

end

end DWaveResonance
```

```lean
#print axioms DWaveResonance.matches_iff
#print axioms DWaveResonance.tendsto_ratio
#print axioms DWaveResonance.width_kappa_five
```

```
'DWaveResonance.matches_iff' depends on axioms: [propext, Classical.choice, Quot.sound]
'DWaveResonance.tendsto_ratio' depends on axioms: [propext, Classical.choice, Quot.sound]
'DWaveResonance.width_kappa_five' depends on axioms: [propext, Classical.choice, Quot.sound]
```

## From barrier to width in the Lean statements

The definitions `j1`, `n1`, `j2` and `n2` are the closed forms of the spherical functions, with the sign convention $n_2\approx-3/x^3$ near the origin. The function `outgoing` is the radial wave $u(x)=x\,(j_2+i\,n_2)$, that is, $r$ times the radial function up to a constant factor. It is outgoing for the time factor $e^{-iEt/\hbar}$.

`penetrability_eq` says that for every $x>0$ the quantity $x(j_2^2+n_2^2)$ is positive and its reciprocal, the penetrability $P(x)$, is
$$P(x)=\frac{x^5}{9+3x^2+x^4}.$$

`Matches E₀ γ x E` is the matching condition at the sphere,
$$\frac{E_0-E}{\gamma^2}=x\,\frac{u'(x)}{u(x)},$$
multiplied out so that no division occurs. The two forms agree for $\gamma\ne0$; at $\gamma=0$ the multiplied form reads $E=E_0$, a level of zero width. Here $E$ is complex, while $E_0$, $\gamma$ and $x$ are real. `matches_iff` says that for $x>0$ exactly one $E$ satisfies it, and `width_eq` that its width $-2\,\mathrm{Im}\,E$ is $2\gamma^2P(x)$.

Two statements concern small arguments; the filter `𝓝[>] 0` means approach to zero from above. `tendsto_ratio` gives $j_2/(x^5n_2)\to-1/45$. `width_kappa_five` takes a radius $a>0$, a fixed $\gamma$ and a matched energy $E(\kappa)$ for each $\kappa>0$, and concludes
$$\frac{-2\,\mathrm{Im}\,E(\kappa)}{\kappa^5}\to\frac{2\gamma^2a^5}{9}.$$

## The level inside the sphere and the wave outside

The left side of the matching condition models the interior. $E_0$ is the energy at which $r$ times the interior radial function has zero slope at the surface, and the linear form is the first-order expansion about that energy. The constant $\gamma^2$, an energy, measures how much of the interior state reaches the surface: for a state normalised inside the sphere it is $\hbar^2|u_{\rm in}(a)|^2/(2ma)$, where $m$ is the particle mass and $u_{\rm in}$ is $r$ times the interior radial function. Both the linear form and $\gamma$ are assumed here, not computed from a potential.

Outside, the potential is flat and $\kappa$ is a given real number. A fully self-consistent resonance pole would use the complex wavenumber belonging to the complex $E$, which this model does not do. For fixed $\gamma$, the width of such a pole near zero energy still follows $\kappa^5$, with $\kappa$ now the real part of the wavenumber, but its coefficient is $2\gamma^2a^5/9$ divided by $1+2m\gamma^2a^2/(3\hbar^2)$, because the level shift caused by the outside wave also depends on energy. In `width_kappa_five` the level position `E₀` may be any function of $\kappa$, which leaves room for shifting the level as $\kappa$ varies.

For muffin-tin electronic structure, the result describes how the centrifugal barrier narrows a low-lying d resonance of a single, non-interacting scatterer with this linear interior response.

## The derivation by hand

**Sum of squares.** Write $A=3/x^3-1/x$ and $B=3/x^2$. Then $j_2=A\sin x-B\cos x$ and $n_2=-A\cos x-B\sin x$. The mixed terms cancel in the sum of squares:
$$j_2^2+n_2^2=A^2+B^2=\frac9{x^6}-\frac6{x^4}+\frac1{x^2}+\frac9{x^4}=\frac{9+3x^2+x^4}{x^6}.$$
Multiplying by $x$ and inverting gives $P(x)$.

**Cross product.** With $j_1=\sin x/x^2-\cos x/x$ and $n_1=-\cos x/x^2-\sin x/x$, the products of sine and cosine cancel again:
$$j_2n_1-j_1n_2=\frac{B}{x^2}-\frac{A}{x}=\frac3{x^4}-\frac3{x^4}+\frac1{x^2}=\frac1{x^2}.$$

**Derivative of the wave.** Differentiating the closed form gives
$$j_2'=\Big(\frac4{x^2}-\frac9{x^4}\Big)\sin x+\Big(\frac9{x^3}-\frac1x\Big)\cos x=j_1-\frac{3j_2}{x}.$$
Replacing $\sin x$ by $-\cos x$ and $\cos x$ by $\sin x$ turns this into $n_2'=n_1-3n_2/x$. Hence
$$u'=(xj_1-2j_2)+i\,(xn_1-2n_2).$$

**Width.** Since $|u|^2=x^2(j_2^2+n_2^2)>0$, the matching condition can be solved for $E$ in one way only. Multiply $(E_0-E)u=\gamma^2x\,u'$ by the complex conjugate $\bar u$ and take imaginary parts. On the right,
$$\mathrm{Im}(\bar u u')=xj_2(xn_1-2n_2)-xn_2(xj_1-2j_2)=x^2(j_2n_1-j_1n_2)=1.$$
Therefore $-\mathrm{Im}E\;x^2(j_2^2+n_2^2)=\gamma^2x$, which is $-2\,\mathrm{Im}E=2\gamma^2P(x)$. Setting $x=\kappa a$ and dividing by $\kappa^5$ leaves
$$\frac{2\gamma^2a^5}{9+3(\kappa a)^2+(\kappa a)^4}\to\frac{2\gamma^2a^5}{9}.$$

**Ratio.** Write $j_2/x^2=[(3-x^2)\sin x-3x\cos x]/x^5$. The numerator has derivative $x(\sin x-x\cos x)$, so l'Hôpital's rule leads to $\tfrac15(\sin x-x\cos x)/x^3$. A second application leads to $\tfrac15\cdot\sin x/(3x)\to\tfrac1{15}$. Since $x^3n_2=-(3-x^2)\cos x-3x\sin x\to-3$, the ratio $j_2/(x^5n_2)$ tends to $-1/45$. This is the low-energy d phase shift of a hard sphere, $\tan\delta_2=j_2/n_2\approx-x^5/45$. It shares its power of $x$ with the width, but the width limit comes from $P$ and does not use it.

## The same steps in Lean

`modulus_sq` and `cross_product` contain the first two identities. In each, `linear_combination` multiplies $\sin^2x+\cos^2x=1$ by the required coefficient, $A^2+B^2$ or $B/x^2-A/x$. `hasDerivAt_outgoing` assembles the derivative from the product and quotient rules, first for $A$, then for `j2` and `n2`, and finally for $u$.

In `matches_iff`, a vanishing $u$ would force $x(j_2^2+n_2^2)=0$, contradicting `penetrability_eq`. In `width_eq`, the matching equation is split into real and imaginary parts, `hre` and `him`; combining them with factors $xn_2$ and $-xj_2$ is the multiplication by $\bar u$, up to an overall sign, and `cross_product` removes what remains.

`tendsto_j2` applies l'Hôpital's rule twice, starting from the slope of the sine at zero, and `tendsto_ratio` divides its limit by that of $x^3n_2$. `width_kappa_five` takes the limit of the rational function by continuity and transfers it to the width, which agrees with that function for $\kappa>0$.

## Matching in a scattering code

A single-site calculation integrates the radial equation out to $r=a$, forms $L=R'(a)/R(a)$ from the radial function $R$, and matches it to the exterior functions:
$$\tan\delta_2=\frac{\kappa j_2'(\kappa a)-L\,j_2(\kappa a)}{\kappa n_2'(\kappa a)-L\,n_2(\kappa a)}.$$
At small $x$ the closed form of $j_2$ subtracts two terms near $3/x^2$ to leave about $x^2/15$. With machine precision $\varepsilon$ the relative error is of order $45\,\varepsilon/x^4$, so in double precision all digits can be lost at $x=10^{-4}$. A power series avoids this, and the rational form of $P$ contains no subtraction at all.

## A level whose coupling grows at low energy

The theorem assumes that $\gamma$ stays fixed as $\kappa$ varies, and the limit can fail if $\gamma$ depends on $\kappa$. As a mathematical test of this hypothesis, not a model of an ordinary d level, take $a=1$ in dimensionless units and let $\gamma=1/\kappa$. The width is then $2\kappa^3/(9+3\kappa^2+\kappa^4)$, which falls only as $\kappa^3$, and its quotient by $\kappa^5$ diverges.
